# Heat exchange theorem for two finite Gibbs systems under an energy-conserving permutation

When two bodies at different temperatures touch, heat passes between them. Here the contact is modelled by a permutation of the joint states of two finite systems that conserves the sum of their energies. For systems that start in independent Gibbs distributions, this fixes an exponential average of the heat exactly and rules out a mean heat flow from the colder to the hotter system.

```lean
import Mathlib

open Finset

namespace HeatExchange

noncomputable section

variable {X Y : Type*} [Fintype X] [Fintype Y]

/-- The partition function of a finite spectrum `E` at inverse temperature `b`. -/
def partitionFn (b : ℝ) (E : X → ℝ) : ℝ := ∑ x, Real.exp (-b * E x)

/-- The Gibbs probability of the state `x` at inverse temperature `b`, for a finite nonempty
set of states. -/
def gibbs (b : ℝ) (E : X → ℝ) (x : X) : ℝ := Real.exp (-b * E x) / partitionFn b E

/-- The initial joint distribution: independent Gibbs distributions at `b₁` and `b₂`, for
nonempty sets of states. -/
def jointGibbs (b₁ b₂ : ℝ) (E₁ : X → ℝ) (E₂ : Y → ℝ) (s : X × Y) : ℝ :=
  gibbs b₁ E₁ s.1 * gibbs b₂ E₂ s.2

/-- The average of `f` over the initial joint distribution, for nonempty sets of states. -/
def average (b₁ b₂ : ℝ) (E₁ : X → ℝ) (E₂ : Y → ℝ) (f : X × Y → ℝ) : ℝ :=
  ∑ s, jointGibbs b₁ b₂ E₁ E₂ s * f s

omit [Fintype X] [Fintype Y] in
/-- The permutation `σ` of joint states conserves the total energy. -/
def ConservesEnergy (E₁ : X → ℝ) (E₂ : Y → ℝ) (σ : Equiv.Perm (X × Y)) : Prop :=
  ∀ s, E₁ (σ s).1 + E₂ (σ s).2 = E₁ s.1 + E₂ s.2

/-- The heat `Q`: the energy that system 1 loses when the joint state `s` moves to `σ s`. -/
def heat (E₁ : X → ℝ) (σ : Equiv.Perm (X × Y)) (s : X × Y) : ℝ :=
  E₁ s.1 - E₁ (σ s).1

/-- The probability that system 1 loses exactly the energy `q` under `σ`, from the initial joint
distribution on nonempty sets of states. -/
def heatProb (b₁ b₂ : ℝ) (E₁ : X → ℝ) (E₂ : Y → ℝ) (σ : Equiv.Perm (X × Y)) (q : ℝ) : ℝ :=
  ∑ s, if heat E₁ σ s = q then jointGibbs b₁ b₂ E₁ E₂ s else 0

/-- The partition function of a nonempty finite spectrum is positive. -/
theorem partitionFn_pos [Nonempty X] (b : ℝ) (E : X → ℝ) : 0 < partitionFn b E :=
  Finset.sum_pos (fun _ _ => Real.exp_pos _) Finset.univ_nonempty

/-- For nonempty systems the initial joint probabilities are positive and sum to one. -/
theorem jointGibbs_pos_and_sum [Nonempty X] [Nonempty Y] (b₁ b₂ : ℝ)
    (E₁ : X → ℝ) (E₂ : Y → ℝ) :
    (∀ s, 0 < jointGibbs b₁ b₂ E₁ E₂ s) ∧ ∑ s, jointGibbs b₁ b₂ E₁ E₂ s = 1 := by
  constructor
  · intro s
    exact mul_pos (div_pos (Real.exp_pos _) (partitionFn_pos b₁ E₁))
      (div_pos (Real.exp_pos _) (partitionFn_pos b₂ E₂))
  · have h₁ : ∑ x, gibbs b₁ E₁ x = 1 := by
      unfold gibbs
      rw [← Finset.sum_div]
      exact div_self (partitionFn_pos b₁ E₁).ne'
    have h₂ : ∑ y, gibbs b₂ E₂ y = 1 := by
      unfold gibbs
      rw [← Finset.sum_div]
      exact div_self (partitionFn_pos b₂ E₂).ne'
    -- the double sum factorises
    simp only [jointGibbs, Fintype.sum_prod_type]
    rw [← Finset.sum_mul_sum, h₁, h₂, one_mul]

/-- If `σ` conserves the total energy, the initial probabilities of the final and the initial
state differ by the factor `exp ((b₁ - b₂) Q)`. -/
theorem jointGibbs_apply_perm (b₁ b₂ : ℝ) {E₁ : X → ℝ} {E₂ : Y → ℝ}
    {σ : Equiv.Perm (X × Y)} (hσ : ConservesEnergy E₁ E₂ σ) (s : X × Y) :
    jointGibbs b₁ b₂ E₁ E₂ (σ s) =
      jointGibbs b₁ b₂ E₁ E₂ s * Real.exp ((b₁ - b₂) * heat E₁ σ s) := by
  have h := hσ s
  -- compare the Boltzmann exponents; system 2 gains what system 1 loses
  have key : Real.exp (-b₁ * E₁ (σ s).1) * Real.exp (-b₂ * E₂ (σ s).2) =
      Real.exp (-b₁ * E₁ s.1) * Real.exp (-b₂ * E₂ s.2) *
        Real.exp ((b₁ - b₂) * heat E₁ σ s) := by
    simp only [← Real.exp_add]
    congr 1
    unfold heat
    linear_combination (-b₂) * h
  unfold jointGibbs gibbs
  rw [div_mul_div_comm, div_mul_div_comm, key]
  ring

/-- Heat exchange theorem: for two nonempty finite systems that start in Gibbs distributions
and undergo an energy-conserving permutation, `exp ((b₁ - b₂) Q)` has average one. -/
theorem heat_exchange [Nonempty X] [Nonempty Y] (b₁ b₂ : ℝ) {E₁ : X → ℝ} {E₂ : Y → ℝ}
    {σ : Equiv.Perm (X × Y)} (hσ : ConservesEnergy E₁ E₂ σ) :
    average b₁ b₂ E₁ E₂ (fun s => Real.exp ((b₁ - b₂) * heat E₁ σ s)) = 1 := by
  calc average b₁ b₂ E₁ E₂ (fun s => Real.exp ((b₁ - b₂) * heat E₁ σ s))
      = ∑ s, jointGibbs b₁ b₂ E₁ E₂ (σ s) :=
        Finset.sum_congr rfl fun s _ => (jointGibbs_apply_perm b₁ b₂ hσ s).symm
    _ = ∑ s, jointGibbs b₁ b₂ E₁ E₂ s := Equiv.sum_comp σ _
    _ = 1 := (jointGibbs_pos_and_sum b₁ b₂ E₁ E₂).2

/-- For an energy-conserving permutation of nonempty systems, `(b₂ - b₁)⟨Q⟩` is the average of
`exp x - 1 - x` with `x = (b₁ - b₂) Q`. -/
theorem mean_heat_identity [Nonempty X] [Nonempty Y] (b₁ b₂ : ℝ) {E₁ : X → ℝ} {E₂ : Y → ℝ}
    {σ : Equiv.Perm (X × Y)} (hσ : ConservesEnergy E₁ E₂ σ) :
    (b₂ - b₁) * average b₁ b₂ E₁ E₂ (heat E₁ σ) =
      ∑ s, jointGibbs b₁ b₂ E₁ E₂ s *
        (Real.exp ((b₁ - b₂) * heat E₁ σ s) - 1 - (b₁ - b₂) * heat E₁ σ s) := by
  have h₁ := heat_exchange b₁ b₂ hσ
  have h₂ := (jointGibbs_pos_and_sum b₁ b₂ E₁ E₂).2
  unfold average at *
  have split : ∑ s, jointGibbs b₁ b₂ E₁ E₂ s *
        (Real.exp ((b₁ - b₂) * heat E₁ σ s) - 1 - (b₁ - b₂) * heat E₁ σ s) =
      ∑ s, jointGibbs b₁ b₂ E₁ E₂ s * Real.exp ((b₁ - b₂) * heat E₁ σ s) -
        ∑ s, jointGibbs b₁ b₂ E₁ E₂ s -
        (b₁ - b₂) * ∑ s, jointGibbs b₁ b₂ E₁ E₂ s * heat E₁ σ s := by
    rw [Finset.mul_sum, ← Finset.sum_sub_distrib, ← Finset.sum_sub_distrib]
    exact Finset.sum_congr rfl fun s _ => by ring
  rw [split, h₁, h₂]
  ring

/-- Under an energy-conserving permutation of two nonempty systems in Gibbs distributions, the
mean heat lost by system 1 satisfies `(b₂ - b₁)⟨Q⟩ ≥ 0`. -/
theorem mean_heat_nonneg [Nonempty X] [Nonempty Y] (b₁ b₂ : ℝ) {E₁ : X → ℝ} {E₂ : Y → ℝ}
    {σ : Equiv.Perm (X × Y)} (hσ : ConservesEnergy E₁ E₂ σ) :
    0 ≤ (b₂ - b₁) * average b₁ b₂ E₁ E₂ (heat E₁ σ) := by
  rw [mean_heat_identity b₁ b₂ hσ]
  refine Finset.sum_nonneg fun s _ => ?_
  refine mul_nonneg ((jointGibbs_pos_and_sum b₁ b₂ E₁ E₂).1 s).le ?_
  linarith [Real.add_one_le_exp ((b₁ - b₂) * heat E₁ σ s)]

/-- At different inverse temperatures, the mean heat of an energy-conserving permutation of
nonempty systems vanishes if and only if no joint state exchanges heat. -/
theorem mean_heat_eq_zero_iff [Nonempty X] [Nonempty Y] {b₁ b₂ : ℝ} (hb : b₁ ≠ b₂)
    {E₁ : X → ℝ} {E₂ : Y → ℝ} {σ : Equiv.Perm (X × Y)} (hσ : ConservesEnergy E₁ E₂ σ) :
    average b₁ b₂ E₁ E₂ (heat E₁ σ) = 0 ↔ ∀ s, heat E₁ σ s = 0 := by
  constructor
  · intro h s
    have hsum := mean_heat_identity b₁ b₂ hσ
    rw [h, mul_zero] at hsum
    have hp := (jointGibbs_pos_and_sum b₁ b₂ E₁ E₂).1
    -- a vanishing sum of nonnegative terms vanishes term by term
    have hterm := (Finset.sum_eq_zero_iff_of_nonneg (fun t _ => mul_nonneg (hp t).le
      (by linarith [Real.add_one_le_exp ((b₁ - b₂) * heat E₁ σ t)]))).1 hsum.symm s
      (Finset.mem_univ s)
    have hexp := (mul_eq_zero.1 hterm).resolve_left (hp s).ne'
    by_contra hq
    have hlt := Real.add_one_lt_exp (mul_ne_zero (sub_ne_zero.2 hb) hq)
    linarith
  · intro h
    simp [average, h]

/-- Detailed form: for an energy-conserving `σ`, the heat `-q` under the inverse permutation is
`exp ((b₁ - b₂) q)` times as probable as the heat `q` under `σ`, from the same initial
distribution. -/
theorem detailed_heat_exchange (b₁ b₂ : ℝ) {E₁ : X → ℝ} {E₂ : Y → ℝ}
    {σ : Equiv.Perm (X × Y)} (hσ : ConservesEnergy E₁ E₂ σ) (q : ℝ) :
    heatProb b₁ b₂ E₁ E₂ σ.symm (-q) =
      Real.exp ((b₁ - b₂) * q) * heatProb b₁ b₂ E₁ E₂ σ q := by
  unfold heatProb
  -- label each reverse move by the initial state of its forward move
  refine (Equiv.sum_comp σ _).symm.trans ?_
  rw [Finset.mul_sum]
  refine Finset.sum_congr rfl fun s _ => ?_
  have hrev : heat E₁ σ.symm (σ s) = -heat E₁ σ s := by simp [heat]
  simp only [hrev, neg_inj]
  by_cases h : heat E₁ σ s = q
  · rw [if_pos h, if_pos h, jointGibbs_apply_perm b₁ b₂ hσ, h, mul_comm]
  · rw [if_neg h, if_neg h, mul_zero]

/-- The swap of two identical two-level systems with energies 0 and 1 conserves the total
energy, and system 1 loses one unit of energy from the joint state `(1, 0)`. -/
theorem conservesEnergy_witness :
    ConservesEnergy (![0, 1] : Fin 2 → ℝ) (![0, 1] : Fin 2 → ℝ)
        (Equiv.prodComm (Fin 2) (Fin 2)) ∧
      heat (![0, 1] : Fin 2 → ℝ) (Equiv.prodComm (Fin 2) (Fin 2)) (1, 0) = 1 :=
  ⟨fun _ => add_comm _ _, by simp [heat]⟩

end

end HeatExchange
```

```lean
#print axioms HeatExchange.heat_exchange
-- 'HeatExchange.heat_exchange' depends on axioms: [propext, Classical.choice, Quot.sound]
#print axioms HeatExchange.mean_heat_nonneg
-- 'HeatExchange.mean_heat_nonneg' depends on axioms: [propext, Classical.choice, Quot.sound]
#print axioms HeatExchange.mean_heat_eq_zero_iff
-- 'HeatExchange.mean_heat_eq_zero_iff' depends on axioms: [propext, Classical.choice, Quot.sound]
#print axioms HeatExchange.detailed_heat_exchange
-- 'HeatExchange.detailed_heat_exchange' depends on axioms: [propext, Classical.choice, Quot.sound]
```

## What is claimed about the heat

System 1 has states $x$ with energies $E_1(x)$, and system 2 has states $y$ with energies $E_2(y)$. A joint state is a pair $s=(x,y)$, and its initial probability is

$$p(s)=\frac{e^{-b_1E_1(x)}}{Z_1}\,\frac{e^{-b_2E_2(y)}}{Z_2},\qquad Z_1=\sum_x e^{-b_1E_1(x)},\quad Z_2=\sum_y e^{-b_2E_2(y)}.$$

The contact moves $s$ to $\sigma(s)=(x',y')$. The heat is $Q(s)=E_1(x)-E_1(x')$, the energy that system 1 loses. Angle brackets denote averages over $p$.

For nonempty systems and a permutation $\sigma$ that conserves $E_1+E_2$, `heat_exchange` states that

$$\langle e^{(b_1-b_2)Q}\rangle=1,$$

and `mean_heat_nonneg` states that $(b_2-b_1)\langle Q\rangle\ge 0$. If system 1 is the hotter one, so that $b_1<b_2$, it does not gain energy on average. By `mean_heat_eq_zero_iff`, when $b_1\ne b_2$ the mean heat vanishes exactly when no joint state exchanges heat at all.

The theorem `detailed_heat_exchange` compares whole distributions. Write $P_\sigma(q)$ for the probability that the heat under $\sigma$ equals $q$. Then

$$P_{\sigma^{-1}}(-q)=e^{(b_1-b_2)q}\,P_\sigma(q).$$

Both sides use the same initial distribution $p$. The left side belongs to the inverse permutation, so this becomes a relation between $P_\sigma(-q)$ and $P_\sigma(q)$ only when the two permutations have the same heat distribution, for instance when $\sigma$ is its own inverse.

## How the Lean objects describe the contact

The types `X` and `Y` are the finite state sets, and `E₁` and `E₂` are arbitrary real functions on them, so degenerate levels are allowed. The numbers `b₁` and `b₂` are the inverse temperatures usually written $\beta=1/(k_BT)$. They may be any real numbers, including zero and negative values, because the sums are finite.

The definition `jointGibbs` is $p$, a product, so the systems are uncorrelated at the start. `average` is the weighted sum over joint states, `heat` is $Q$, and `heatProb` is $P_\sigma(q)$. With this sign, `heat` is positive when system 2 absorbs energy and negative when system 1 does.

The dynamics `σ` has type `Equiv.Perm (X × Y)`: it is deterministic and reversible. The hypothesis `ConservesEnergy` requires $E_1(x')+E_2(y')=E_1(x)+E_2(y)$ for every joint state. Physically, no net external work is done, and the interaction stores no energy at the beginning or the end of the contact. This is assumed, not derived from a Hamiltonian.

In quantum mechanics, the model describes energy measurements before and after a unitary evolution in the special case where the unitary permutes the states of a fixed basis of product energy eigenstates, up to phases. The hypotheses do not cover a general unitary, which can make superpositions and hence random transitions between energy eigenstates, or a contact that conserves $E_1+E_2$ only approximately.

## Why the exponential average equals one

Energy conservation gives $E_1(x')=E_1(x)-Q(s)$ and $E_2(y')=E_2(y)+Q(s)$. The Boltzmann exponent of the final state is therefore

$$-b_1\bigl(E_1(x)-Q(s)\bigr)-b_2\bigl(E_2(y)+Q(s)\bigr)=-b_1E_1(x)-b_2E_2(y)+(b_1-b_2)Q(s).$$

The partition functions are the same for both states, so

$$p(\sigma(s))=p(s)\,e^{(b_1-b_2)Q(s)}.$$

This is `jointGibbs_apply_perm`. Its intermediate statement `key` is the identity between Boltzmann factors, and `linear_combination (-b₂) * h` obtains the equality of exponents from the conservation law `h`.

Summing over $s$ gives

$$\langle e^{(b_1-b_2)Q}\rangle=\sum_s p(\sigma(s))=\sum_s p(s)=1.$$

The three lines of the `calc` block in `heat_exchange` are these three equalities. The middle one is `Equiv.sum_comp`: a permutation only reorders the terms of a sum. The last one comes from `jointGibbs_pos_and_sum`, which factorises the double sum into two normalised Gibbs sums and also shows that every $p(s)$ is positive. It relies on `partitionFn_pos`, the positivity of $Z_1$ and $Z_2$.

## From the average to the direction of flow

Put $u(s)=(b_1-b_2)Q(s)$. Since $\langle e^{u}\rangle=1$ and $\langle 1\rangle=1$,

$$\langle e^{u}-1-u\rangle=1-1-(b_1-b_2)\langle Q\rangle=(b_2-b_1)\langle Q\rangle.$$

This is `mean_heat_identity`, where the step `split` separates the sum into its three parts. The inequality $e^u\ge 1+u$ makes every term on the left nonnegative, and `mean_heat_nonneg` follows through `Real.add_one_le_exp`.

Now suppose that $\langle Q\rangle=0$ and $b_1\ne b_2$. A sum of nonnegative terms is zero, so each term $p(s)(e^{u(s)}-1-u(s))$ is zero. As $p(s)>0$, the bracket vanishes. But $e^u>1+u$ whenever $u\ne0$, which is `Real.add_one_lt_exp`, so $u(s)=0$ and hence $Q(s)=0$ for every $s$. The converse is immediate.

## Reversing the permutation

Under $\sigma^{-1}$ the state $\sigma(s)$ returns to $s$, and system 1 loses $E_1(x')-E_1(x)=-Q(s)$. This is the statement `hrev`. Labelling each reverse move by the state $s$ from which its forward move starts gives

$$P_{\sigma^{-1}}(-q)=\sum_{s:\,Q(s)=q}p(\sigma(s))=\sum_{s:\,Q(s)=q}p(s)\,e^{(b_1-b_2)q}=e^{(b_1-b_2)q}P_\sigma(q).$$

In Lean the restriction $Q(s)=q$ is an `if` inside the sum, and `by_cases` treats its two branches: the first uses `jointGibbs_apply_perm`, and in the second both terms are zero.

## Swapping two two-level systems

Let both systems have energies 0 and 1 in some unit, and let $\sigma$ exchange their states. `conservesEnergy_witness` confirms that this swap conserves the total energy and that $Q(1,0)=1$, so the hypotheses admit a contact with real heat exchange.

Take $b_1=\ln 2$ and $b_2=\ln 3$, which makes system 1 the hotter one. Its states 0 and 1 have probabilities $2/3$ and $1/3$; those of system 2 have $3/4$ and $1/4$. Since $e^{(b_1-b_2)Q}=(2/3)^Q$, the joint states give:

| $s$ | $p(s)$ | $Q(s)$ | $p(s)\,e^{(b_1-b_2)Q(s)}$ |
|---|---|---|---|
| $(0,0)$ | $1/2$ | $0$ | $1/2$ |
| $(0,1)$ | $1/6$ | $-1$ | $1/4$ |
| $(1,0)$ | $1/4$ | $1$ | $1/6$ |
| $(1,1)$ | $1/12$ | $0$ | $1/12$ |

The last column sums to 1. The mean heat is $\langle Q\rangle=1/4-1/6=1/12$, positive as required, although heat moves from the colder to the hotter system with probability $1/6$. The swap is its own inverse, and the detailed relation at $q=1$ reads $1/6=(2/3)(1/4)$.

## Equal temperatures and a single state

At $b_1=b_2$ the exponential is identically 1 and the inequality reads $0\ge0$. The swap then has $\langle Q\rangle=0$, because $(0,1)$ and $(1,0)$ are equally likely, yet both states exchange heat. The equivalence in `mean_heat_eq_zero_iff` therefore fails for this swap at equal inverse temperatures.

If system 2 has only one state, its energy cannot change. Conservation then forces $Q(s)=0$ for every $s$, whatever the size of system 1, and both the exponential average and the mean heat take their trivial values, 1 and 0.
